# Orthogonality of the standing waves of an open chain

For integers 1 ≤ p, q ≤ N,

Σ_{j=1..N} sin(πpj/(N+1)) sin(πqj/(N+1)) = (N+1)/2 if p = q, and 0 otherwise.

These sines are the site amplitudes of the orbitals of a non-interacting open chain of N equal sites with equal nearest-neighbour hopping, as in the Hückel model of a linear polyene. With the site orbitals taken as orthonormal, as in that model, the sum fixes their normalisation.

```lean
import Mathlib

open Real
open scoped Matrix

namespace OpenChainStandingWaves

noncomputable section
```

Write w_p(j) = sin(πpj/(N+1)) for the amplitude of mode p at position j. The mode number is any integer. The range 1..N is a hypothesis in (e) and is built into the column index of the matrix S below.

```lean
/-- Amplitude `sin (π p j / (N+1))` at site `j` of the standing wave with mode number `p`
on an open chain of `N` sites. -/
def wave (N : ℕ) (p : ℤ) (j : ℕ) : ℝ := sin (π * (p : ℝ) * (j : ℝ) / ((N : ℝ) + 1))
```

Vectors are indexed by `Fin N`, which counts from 0, so index j means site j+1.

```lean
/-- The standing wave as a vector on the chain; index `j : Fin N` labels site `j + 1`. -/
def modeVec (N : ℕ) (p : ℤ) : Fin N → ℝ := fun j => wave N p ((j : ℕ) + 1)
```

The matrix S has entries S_jp = √(2/(N+1)) w_{p+1}(j+1), with j and p running from 0 to N−1.

```lean
/-- The normalisation constant `√(2 / (N+1))`. -/
def normConst (N : ℕ) : ℝ := Real.sqrt (2 / ((N : ℝ) + 1))

/-- The matrix whose columns are the standing waves `p = 1, …, N` times `√(2 / (N+1))`. -/
def modeMatrix (N : ℕ) : Matrix (Fin N) (Fin N) ℝ :=
  Matrix.of fun j p => normConst N * wave N (((p : ℕ) : ℤ) + 1) ((j : ℕ) + 1)
```

The Hamiltonian H has a real on-site energy ε and a real hopping amplitude −t between neighbours. The ends are not joined, and there is no disorder or longer-range hopping.

```lean
/-- Tight-binding Hamiltonian of the open chain: on-site energy `ε` and hopping `-t`
between sites whose indices differ by one; no bond is added to close the chain into a ring. -/
def chainH (N : ℕ) (ε t : ℝ) : Matrix (Fin N) (Fin N) ℝ :=
  Matrix.of fun i j =>
    if (i : ℕ) = (j : ℕ) then ε
    else if (i : ℕ) + 1 = (j : ℕ) ∨ (j : ℕ) + 1 = (i : ℕ) then -t else 0
```

To each mode we attach the number E_p = ε − 2t cos(πp/(N+1)).

```lean
/-- The band energy `ε - 2 t cos (π p / (N+1))` of mode `p`. -/
def energy (N : ℕ) (ε t : ℝ) (p : ℤ) : ℝ := ε - 2 * t * cos (π * (p : ℝ) / ((N : ℝ) + 1))
```

**(a) Relabel the sites.** Show that for any real function f

Σ_{i=0..n−1} f(i+1) = Σ_{j=1..n} f(j).

Put j = i+1. Lean does this by induction on n, adding the top term on both sides.

```lean
/-- A sum over the vector index equals the sum over the sites `1, …, n`. -/
theorem sum_sites (f : ℕ → ℝ) (n : ℕ) :
    ∑ i : Fin n, f ((i : ℕ) + 1) = ∑ j ∈ Finset.Icc 1 n, f j := by
  have h : ∀ n : ℕ, ∑ i ∈ Finset.range n, f (i + 1) = ∑ j ∈ Finset.Icc 1 n, f j := by
    intro n
    induction n with
    | zero => simp
    | succ n ih =>
      rw [Finset.sum_range_succ, Finset.sum_Icc_succ_top (Nat.le_add_left 1 n), ih]
  exact (Fin.sum_univ_eq_sum_range (fun i => f (i + 1)) n).trans (h n)
```

**(b) Telescope the cosine sum.** Show that

2 sin(θ/2) Σ_{j=1..n} cos(jθ) = sin((n+½)θ) − sin(θ/2).

Each term is a difference,

2 sin(θ/2) cos(jθ) = sin((j+½)θ) − sin((j−½)θ),

and neighbouring terms cancel in the sum. The induction step in Lean is this identity at j = n+1.

```lean
/-- Telescoped cosine sum over the sites `1, …, n`:
`2 sin (θ/2) ∑ cos (j θ) = sin ((n + 1/2) θ) - sin (θ/2)`. -/
theorem cos_sum_telescope (θ : ℝ) (n : ℕ) :
    2 * sin (θ / 2) * ∑ j ∈ Finset.Icc 1 n, cos ((j : ℝ) * θ)
      = sin (((n : ℝ) + 1 / 2) * θ) - sin (θ / 2) := by
  induction n with
  | zero =>
    have h : (((0 : ℕ) : ℝ) + 1 / 2) * θ = θ / 2 := by
      push_cast
      ring
    rw [h]
    simp
  | succ n ih =>
    have h1 : (((n + 1 : ℕ) : ℝ) + 1 / 2) * θ = ((n + 1 : ℕ) : ℝ) * θ + θ / 2 := by ring
    have h2 : ((n : ℝ) + 1 / 2) * θ = ((n + 1 : ℕ) : ℝ) * θ - θ / 2 := by
      push_cast
      ring
    rw [Finset.sum_Icc_succ_top (Nat.le_add_left 1 n), mul_add, ih, h1, h2,
      Real.sin_add (((n + 1 : ℕ) : ℝ) * θ) (θ / 2),
      Real.sin_sub (((n + 1 : ℕ) : ℝ) * θ) (θ / 2)]
    ring
```

**(c) Evaluate it at the chain's wave numbers.** Let [A] be 1 if A is true and 0 if not. Show that for every integer m

Σ_{j=1..N} cos(πmj/(N+1)) = (N+1)[2(N+1) divides m] − (1 + cos πm)/2.

If 2(N+1) divides m, every cosine is 1, and both sides equal N. Otherwise set θ = πm/(N+1). Then sin(θ/2) ≠ 0, because θ/2 is not a multiple of π. Since (N+½)θ = πm − θ/2 and sin πm = 0,

sin((N+½)θ) = −cos(πm) sin(θ/2).

Insert this in (b) and divide by 2 sin(θ/2). In the code, `hs` is the non-vanishing and `hend` the endpoint value.

```lean
/-- For every integer `m`, the sum of `cos (π m j / (N+1))` over the sites is
`N + 1` if `2(N+1)` divides `m` (else `0`), minus `(1 + cos (π m)) / 2`. -/
theorem cos_sum (N : ℕ) (m : ℤ) :
    ∑ j ∈ Finset.Icc 1 N, cos (π * (m : ℝ) * (j : ℝ) / ((N : ℝ) + 1))
      = (if 2 * ((N : ℤ) + 1) ∣ m then (N : ℝ) + 1 else 0) - (1 + cos (π * (m : ℝ))) / 2 := by
  have hN : (N : ℝ) + 1 ≠ 0 := by positivity
  by_cases h : 2 * ((N : ℤ) + 1) ∣ m
  · -- all phases are multiples of 2π
    rw [if_pos h]
    obtain ⟨c, hc⟩ := h
    have hm : (m : ℝ) = 2 * ((N : ℝ) + 1) * (c : ℝ) := by exact_mod_cast hc
    have h1 : ∀ j ∈ Finset.Icc 1 N, cos (π * (m : ℝ) * (j : ℝ) / ((N : ℝ) + 1)) = 1 := by
      intro j _
      have e : π * (m : ℝ) * (j : ℝ) / ((N : ℝ) + 1)
          = ((c * (j : ℤ) : ℤ) : ℝ) * (2 * π) := by
        rw [div_eq_iff hN, hm]
        push_cast
        ring
      rw [e, Real.cos_int_mul_two_pi]
    have h2 : cos (π * (m : ℝ)) = 1 := by
      have e : π * (m : ℝ) = ((((N : ℤ) + 1) * c : ℤ) : ℝ) * (2 * π) := by
        rw [hm]
        push_cast
        ring
      rw [e, Real.cos_int_mul_two_pi]
    have hcard : (Finset.Icc 1 N).card = N := by simp
    rw [Finset.sum_congr rfl h1, h2, Finset.sum_const, hcard, nsmul_eq_mul]
    ring
  · -- telescope and divide by the nonzero factor sin (θ/2)
    rw [if_neg h]
    obtain ⟨θ, hθ⟩ : ∃ θ : ℝ, θ = π * (m : ℝ) / ((N : ℝ) + 1) := ⟨_, rfl⟩
    have hθ' : θ * ((N : ℝ) + 1) = π * (m : ℝ) := by
      rw [hθ]
      exact div_mul_cancel₀ _ hN
    have hs : sin (θ / 2) ≠ 0 := by
      intro h0
      obtain ⟨n, hn⟩ := Real.sin_eq_zero_iff.mp h0
      apply h
      refine ⟨n, ?_⟩
      have h3 : (m : ℝ) = 2 * ((N : ℝ) + 1) * (n : ℝ) := by
        apply mul_left_cancel₀ Real.pi_ne_zero
        linear_combination -hθ' - 2 * ((N : ℝ) + 1) * hn
      exact_mod_cast h3
    have hsin : sin (π * (m : ℝ)) = 0 := by
      rw [mul_comm]
      exact Real.sin_int_mul_pi m
    have hend : sin (((N : ℝ) + 1 / 2) * θ) = -(cos (π * (m : ℝ)) * sin (θ / 2)) := by
      have e : ((N : ℝ) + 1 / 2) * θ = π * (m : ℝ) - θ / 2 := by linear_combination hθ'
      rw [e, Real.sin_sub (π * (m : ℝ)) (θ / 2), hsin]
      ring
    have hsum : ∑ j ∈ Finset.Icc 1 N, cos (π * (m : ℝ) * (j : ℝ) / ((N : ℝ) + 1))
        = ∑ j ∈ Finset.Icc 1 N, cos ((j : ℝ) * θ) := by
      refine Finset.sum_congr rfl fun j _ => ?_
      have e : π * (m : ℝ) * (j : ℝ) / ((N : ℝ) + 1) = (j : ℝ) * θ := by
        rw [hθ]
        ring
      rw [e]
    have ht := cos_sum_telescope θ N
    rw [hsum]
    apply mul_left_cancel₀ hs
    linear_combination (1 / 2) * ht + (1 / 2) * hend
```

**(d) Find the overlap for arbitrary integers p and q.** Show that

Σ_{j=1..N} w_p(j) w_q(j) = (N+1)/2 · ([2(N+1) divides p−q] − [2(N+1) divides p+q]).

The product of sines is half the difference of the cosines with mode numbers p−q and p+q. Apply (c) to each. These two integers differ by 2q, so cos π(p−q) = cos π(p+q) and the boundary terms cancel (`hpar`).

```lean
/-- Overlap of two standing waves with arbitrary integer mode numbers: it is `(N+1)/2` times the
difference of two indicators, that of `p ≡ q` minus that of `p ≡ -q`, both modulo `2(N+1)`. -/
theorem overlap_general (N : ℕ) (p q : ℤ) :
    ∑ j ∈ Finset.Icc 1 N, wave N p j * wave N q j
      = ((N : ℝ) + 1) / 2 * ((if 2 * ((N : ℤ) + 1) ∣ p - q then 1 else 0)
          - (if 2 * ((N : ℤ) + 1) ∣ p + q then 1 else 0)) := by
  -- product of sines as a difference of cosines
  have hprod : ∀ j ∈ Finset.Icc 1 N, wave N p j * wave N q j
      = (cos (π * ((p - q : ℤ) : ℝ) * (j : ℝ) / ((N : ℝ) + 1))
          - cos (π * ((p + q : ℤ) : ℝ) * (j : ℝ) / ((N : ℝ) + 1))) / 2 := by
    intro j _
    have e1 : π * ((p - q : ℤ) : ℝ) * (j : ℝ) / ((N : ℝ) + 1)
        = π * (p : ℝ) * (j : ℝ) / ((N : ℝ) + 1) - π * (q : ℝ) * (j : ℝ) / ((N : ℝ) + 1) := by
      push_cast
      ring
    have e2 : π * ((p + q : ℤ) : ℝ) * (j : ℝ) / ((N : ℝ) + 1)
        = π * (p : ℝ) * (j : ℝ) / ((N : ℝ) + 1) + π * (q : ℝ) * (j : ℝ) / ((N : ℝ) + 1) := by
      push_cast
      ring
    rw [e1, e2]
    simp only [wave, Real.cos_sub, Real.cos_add]
    ring
  -- p + q and p - q have the same parity, so the boundary terms cancel
  have hpar : cos (π * ((p + q : ℤ) : ℝ)) = cos (π * ((p - q : ℤ) : ℝ)) := by
    have e : π * ((p + q : ℤ) : ℝ) = π * ((p - q : ℤ) : ℝ) + (q : ℝ) * (2 * π) := by
      push_cast
      ring
    rw [e, Real.cos_add_int_mul_two_pi]
  rw [Finset.sum_congr rfl hprod, ← Finset.sum_div, Finset.sum_sub_distrib,
    cos_sum N (p - q), cos_sum N (p + q), hpar]
  split_ifs <;> ring
```

**(e) Restrict to 1 ≤ p, q ≤ N.** Derive the orthogonality relation stated at the top.

Here 0 < p+q < 2(N+1), so the second bracket is 0. Also |p−q| < 2(N+1), so the first is 1 exactly when p = q. `Int.le_of_dvd` supplies the size bound on a divisor.

Mode numbers could instead have been taken from `Fin N`. The range hypotheses would then disappear, but (d), which also covers negative and large mode numbers, would need a separate definition.

```lean
/-- Orthogonality of the standing waves: for `1 ≤ p, q ≤ N` the sum over the sites of
`sin (π p j/(N+1)) sin (π q j/(N+1))` is `(N+1)/2` if `p = q` and `0` otherwise. -/
theorem standing_wave_orthogonality (N : ℕ) (p q : ℤ)
    (hp1 : 1 ≤ p) (hpN : p ≤ N) (hq1 : 1 ≤ q) (hqN : q ≤ N) :
    ∑ j ∈ Finset.Icc 1 N, wave N p j * wave N q j
      = if p = q then ((N : ℝ) + 1) / 2 else 0 := by
  -- 0 < p + q < 2(N+1)
  have hplus : ¬ 2 * ((N : ℤ) + 1) ∣ p + q := by
    intro h
    have := Int.le_of_dvd (by omega) h
    omega
  rw [overlap_general, if_neg hplus]
  by_cases hpq : p = q
  · have hminus : 2 * ((N : ℤ) + 1) ∣ p - q := by
      rw [hpq, sub_self]
      exact dvd_zero _
    rw [if_pos hpq, if_pos hminus]
    ring
  · -- 0 < |p - q| < 2(N+1)
    have hminus : ¬ 2 * ((N : ℤ) + 1) ∣ p - q := by
      intro h
      have h' : 2 * ((N : ℤ) + 1) ∣ q - p := by
        have h2 := dvd_neg.mpr h
        rwa [neg_sub] at h2
      rcases lt_or_gt_of_ne hpq with hlt | hgt
      · have := Int.le_of_dvd (by omega) h'
        omega
      · have := Int.le_of_dvd (by omega) h
        omega
    rw [if_neg hpq, if_neg hminus]
    ring
```

**(f) Check the ends.** Show that

w_p(0) = w_p(N+1) = 0.

The arguments of the sine are 0 and πp.

```lean
/-- Every standing wave vanishes at the positions `0` and `N + 1` just outside the chain. -/
theorem wave_boundary (N : ℕ) (p : ℤ) : wave N p 0 = 0 ∧ wave N p (N + 1) = 0 := by
  have hN : (N : ℝ) + 1 ≠ 0 := by positivity
  refine ⟨by simp [wave], ?_⟩
  have e : π * (p : ℝ) * ((N + 1 : ℕ) : ℝ) / ((N : ℝ) + 1) = (p : ℝ) * π := by
    rw [div_eq_iff hN]
    push_cast
    ring
  unfold wave
  rw [e]
  exact Real.sin_int_mul_pi p
```

**(g) Relate three neighbouring positions.** Show that

w_p(j+2) + w_p(j) = 2 cos(πp/(N+1)) w_p(j+1).

Expand sin(a+b) + sin(a−b) = 2 sin a cos b, with a = πp(j+1)/(N+1) and b = πp/(N+1).

```lean
/-- The amplitudes on the two neighbours of a site add up to `2 cos (π p/(N+1))` times the
amplitude on the site. -/
theorem wave_recurrence (N : ℕ) (p : ℤ) (j : ℕ) :
    wave N p (j + 2) + wave N p j
      = 2 * cos (π * (p : ℝ) / ((N : ℝ) + 1)) * wave N p (j + 1) := by
  have e1 : π * (p : ℝ) * ((j + 2 : ℕ) : ℝ) / ((N : ℝ) + 1)
      = π * (p : ℝ) * ((j + 1 : ℕ) : ℝ) / ((N : ℝ) + 1) + π * (p : ℝ) / ((N : ℝ) + 1) := by
    push_cast
    ring
  have e2 : π * (p : ℝ) * (j : ℝ) / ((N : ℝ) + 1)
      = π * (p : ℝ) * ((j + 1 : ℕ) : ℝ) / ((N : ℝ) + 1) - π * (p : ℝ) / ((N : ℝ) + 1) := by
    push_cast
    ring
  unfold wave
  rw [e1, e2]
  simp only [Real.sin_add, Real.sin_sub]
  ring
```

**(h) Apply the Hamiltonian.** Show that

H w_p = E_p w_p.

At index i, which is site i+1, the row of H gives

ε w_p(i+1) − t (w_p(i+2) + w_p(i)).

At an end of the chain one neighbour is missing, but by (f) its amplitude would be zero. Then (g) gives the result. In Lean, `entry` splits the row into these three terms and `delta` evaluates each. For 1 ≤ p ≤ N the wave is nonzero by (e), hence an eigenvector.

```lean
/-- The open-chain Hamiltonian multiplies the standing wave `p` by
`ε - 2 t cos (π p/(N+1))`. -/
theorem chainH_mulVec_modeVec (N : ℕ) (ε t : ℝ) (p : ℤ) :
    chainH N ε t *ᵥ modeVec N p = energy N ε t p • modeVec N p := by
  funext i
  obtain ⟨h0, h1⟩ := wave_boundary N p
  -- picking out position a; at the two outer positions the wave is zero anyway
  have delta : ∀ a : ℕ, a ≤ N + 1 →
      ∑ j : Fin N, (if a = (j : ℕ) + 1 then wave N p ((j : ℕ) + 1) else 0) = wave N p a := by
    intro a ha
    refine (sum_sites (fun k => if a = k then wave N p k else 0) N).trans ?_
    show ∑ k ∈ Finset.Icc 1 N, (if a = k then wave N p k else 0) = wave N p a
    rw [Finset.sum_ite_eq]
    by_cases hm : a ∈ Finset.Icc 1 N
    · rw [if_pos hm]
    · rw [if_neg hm]
      rw [Finset.mem_Icc] at hm
      have hc : a = 0 ∨ a = N + 1 := by omega
      rcases hc with h | h
      · rw [h]
        exact h0.symm
      · rw [h]
        exact h1.symm
  have entry : ∀ j : Fin N, chainH N ε t i j * wave N p ((j : ℕ) + 1)
      = ε * (if (i : ℕ) + 1 = (j : ℕ) + 1 then wave N p ((j : ℕ) + 1) else 0)
        - t * (if (i : ℕ) + 2 = (j : ℕ) + 1 then wave N p ((j : ℕ) + 1) else 0)
        - t * (if (i : ℕ) = (j : ℕ) + 1 then wave N p ((j : ℕ) + 1) else 0) := by
    intro j
    simp only [chainH, Matrix.of_apply]
    split_ifs <;> first | (exfalso; omega) | ring
  have hi := i.isLt
  show ∑ j : Fin N, chainH N ε t i j * wave N p ((j : ℕ) + 1)
    = energy N ε t p * wave N p ((i : ℕ) + 1)
  rw [Finset.sum_congr rfl (fun j _ => entry j), Finset.sum_sub_distrib,
    Finset.sum_sub_distrib, ← Finset.mul_sum, ← Finset.mul_sum, ← Finset.mul_sum,
    delta ((i : ℕ) + 1) (by omega), delta ((i : ℕ) + 2) (by omega), delta (i : ℕ) (by omega)]
  unfold energy
  linear_combination (-t) * wave_recurrence N p (i : ℕ)
```

**(i) Normalise.** Show that

SᵀS = 1 and SSᵀ = 1.

The entries of SᵀS are 2/(N+1) times the overlaps in (e). For a square matrix a left inverse is also a right inverse, which gives the second equation.

```lean
/-- The matrix of normalised standing waves is orthogonal: `Sᵀ S = 1` and `S Sᵀ = 1`. -/
theorem modeMatrix_orthogonal (N : ℕ) :
    (modeMatrix N)ᵀ * modeMatrix N = 1 ∧ modeMatrix N * (modeMatrix N)ᵀ = 1 := by
  have hN : (N : ℝ) + 1 ≠ 0 := by positivity
  have hs : normConst N * normConst N = 2 / ((N : ℝ) + 1) := by
    unfold normConst
    exact Real.mul_self_sqrt (by positivity)
  have key : (modeMatrix N)ᵀ * modeMatrix N = 1 := by
    ext p q
    have hp := p.isLt
    have hq := q.isLt
    have h2 : ∑ j : Fin N, wave N (((p : ℕ) : ℤ) + 1) ((j : ℕ) + 1)
          * wave N (((q : ℕ) : ℤ) + 1) ((j : ℕ) + 1)
        = if ((p : ℕ) : ℤ) + 1 = ((q : ℕ) : ℤ) + 1 then ((N : ℝ) + 1) / 2 else 0 :=
      (sum_sites (fun j => wave N (((p : ℕ) : ℤ) + 1) j * wave N (((q : ℕ) : ℤ) + 1) j) N).trans
        (standing_wave_orthogonality N (((p : ℕ) : ℤ) + 1) (((q : ℕ) : ℤ) + 1)
          (by omega) (by omega) (by omega) (by omega))
    have h3 : ((modeMatrix N)ᵀ * modeMatrix N) p q
        = 2 / ((N : ℝ) + 1) * ∑ j : Fin N, wave N (((p : ℕ) : ℤ) + 1) ((j : ℕ) + 1)
          * wave N (((q : ℕ) : ℤ) + 1) ((j : ℕ) + 1) := by
      rw [Matrix.mul_apply, Finset.mul_sum, ← hs]
      refine Finset.sum_congr rfl fun j _ => ?_
      simp only [Matrix.transpose_apply, modeMatrix, Matrix.of_apply]
      ring
    rw [h3, h2, Matrix.one_apply]
    by_cases hpq : p = q
    · have hPQ : ((p : ℕ) : ℤ) + 1 = ((q : ℕ) : ℤ) + 1 := by rw [hpq]
      rw [if_pos hPQ, if_pos hpq]
      field_simp
    · have hPQ : ¬ ((p : ℕ) : ℤ) + 1 = ((q : ℕ) : ℤ) + 1 :=
        fun h => hpq (Fin.ext (by omega))
      rw [if_neg hPQ, if_neg hpq, mul_zero]
  exact ⟨key, _root_.mul_eq_one_comm.mp key⟩
```

**(j) Diagonalise H.** Show that

SᵀHS = diag(E_1, …, E_N).

By (h), column by column, HS = S diag(E_1, …, E_N). Multiply by Sᵀ from the left and use (i).

```lean
/-- The normalised standing waves diagonalise the open-chain Hamiltonian:
`Sᵀ H S` is diagonal with the band energies of the modes `p = 1, …, N`. -/
theorem chainH_diagonalised (N : ℕ) (ε t : ℝ) :
    (modeMatrix N)ᵀ * chainH N ε t * modeMatrix N
      = Matrix.diagonal fun p : Fin N => energy N ε t (((p : ℕ) : ℤ) + 1) := by
  have hHS : chainH N ε t * modeMatrix N
      = modeMatrix N * Matrix.diagonal fun p : Fin N => energy N ε t (((p : ℕ) : ℤ) + 1) := by
    ext j p
    have h' : ∑ k : Fin N, chainH N ε t j k * wave N (((p : ℕ) : ℤ) + 1) ((k : ℕ) + 1)
        = energy N ε t (((p : ℕ) : ℤ) + 1) * wave N (((p : ℕ) : ℤ) + 1) ((j : ℕ) + 1) :=
      congrFun (chainH_mulVec_modeVec N ε t (((p : ℕ) : ℤ) + 1)) j
    have h2 : (chainH N ε t * modeMatrix N) j p
        = normConst N * ∑ k : Fin N,
            chainH N ε t j k * wave N (((p : ℕ) : ℤ) + 1) ((k : ℕ) + 1) := by
      rw [Matrix.mul_apply, Finset.mul_sum]
      refine Finset.sum_congr rfl fun k _ => ?_
      simp only [modeMatrix, Matrix.of_apply]
      ring
    rw [h2, h', Matrix.mul_diagonal]
    simp only [modeMatrix, Matrix.of_apply]
    ring
  rw [Matrix.mul_assoc, hHS, ← Matrix.mul_assoc, (modeMatrix_orthogonal N).1, Matrix.one_mul]
```

**(k) Expand any real state ψ.** Show that

ψ_i = Σ_{p=0..N−1} (2/(N+1)) (Σ_{k=0..N−1} w_{p+1}(k+1) ψ_k) w_{p+1}(i+1).

Write ψ = S(Sᵀψ) and collect the two factors √(2/(N+1)).

In numerical code this is the type-I discrete sine transform. With the plain sum of sines as the transform, applying it twice multiplies the data by (N+1)/2; a routine that puts a factor 2 before the sum gives 2(N+1) instead.

```lean
/-- Completeness: every real amplitude on the chain is a sum of the standing waves
`p = 1, …, N`, with coefficients `2/(N+1)` times its overlap with each wave. -/
theorem standing_wave_expansion (N : ℕ) (ψ : Fin N → ℝ) (i : Fin N) :
    ψ i = ∑ p : Fin N, (2 / ((N : ℝ) + 1) * (modeVec N (((p : ℕ) : ℤ) + 1) ⬝ᵥ ψ))
      * modeVec N (((p : ℕ) : ℤ) + 1) i := by
  have hs : normConst N * normConst N = 2 / ((N : ℝ) + 1) := by
    unfold normConst
    exact Real.mul_self_sqrt (by positivity)
  -- insert S Sᵀ = 1
  have h : modeMatrix N *ᵥ ((modeMatrix N)ᵀ *ᵥ ψ) = ψ := by
    rw [Matrix.mulVec_mulVec, (modeMatrix_orthogonal N).2, Matrix.one_mulVec]
  refine (congrFun h i).symm.trans ?_
  show ∑ p : Fin N, normConst N * wave N (((p : ℕ) : ℤ) + 1) ((i : ℕ) + 1)
      * ∑ k : Fin N, normConst N * wave N (((p : ℕ) : ℤ) + 1) ((k : ℕ) + 1) * ψ k
    = ∑ p : Fin N, (2 / ((N : ℝ) + 1)
      * ∑ k : Fin N, wave N (((p : ℕ) : ℤ) + 1) ((k : ℕ) + 1) * ψ k)
      * wave N (((p : ℕ) : ℤ) + 1) ((i : ℕ) + 1)
  refine Finset.sum_congr rfl fun p _ => ?_
  have e : ∑ k : Fin N, normConst N * wave N (((p : ℕ) : ℤ) + 1) ((k : ℕ) + 1) * ψ k
      = normConst N * ∑ k : Fin N, wave N (((p : ℕ) : ℤ) + 1) ((k : ℕ) + 1) * ψ k := by
    rw [Finset.mul_sum]
    exact Finset.sum_congr rfl fun k _ => by ring
  rw [e, ← hs]
  ring

end

end OpenChainStandingWaves
```

```lean
#print axioms OpenChainStandingWaves.standing_wave_orthogonality
#print axioms OpenChainStandingWaves.chainH_diagonalised
#print axioms OpenChainStandingWaves.standing_wave_expansion
```

```
'OpenChainStandingWaves.standing_wave_orthogonality' depends on axioms: [propext, Classical.choice, Quot.sound]
'OpenChainStandingWaves.chainH_diagonalised' depends on axioms: [propext, Classical.choice, Quot.sound]
'OpenChainStandingWaves.standing_wave_expansion' depends on axioms: [propext, Classical.choice, Quot.sound]
```
